# No spin orbital of a two-electron state has occupation above one

## A pair state as an antisymmetric matrix

A two-electron state is represented here by a square matrix of amplitudes, and the Pauli principle enters as a condition on that matrix. Let $\phi_i$ be finitely many orthonormal spin orbitals, and write

$$\Psi(1,2)=\sum_{i,j} M_{ij}\,\phi_i(1)\,\phi_j(2).$$

Exchange of the electrons changes the sign of $\Psi$ exactly when $M^T=-M$. The squared norm of $\Psi$ is $\operatorname{tr}(MM^\dagger)$. The amplitudes may be complex; a real matrix is a special case.

An orbital is a coefficient vector $v$. Write $\bar v$ for its complex conjugate, $x\cdot y=\sum_i x_iy_i$ for the product without conjugation, and $\|x\|^2=x\cdot\bar x$. The one-particle density matrix and the occupation of a normalised orbital $v$ are

$$\gamma=2MM^\dagger,\qquad \nu(v)=\bar v\cdot\gamma v .$$

The factor 2 counts the electrons. Two more objects are needed: the partner $w=M\bar v$ of $v$, and the matrix $S(a,b)=ab^T-ba^T$ of the Slater determinant of $a$ and $b$. For orthonormal $a,b$ the normalised determinant is $S(a,b)/\sqrt2$.

## What is stated about the density

In the Lean file, `density M` is $\gamma$, `partner M v` is $w$ and `slater a b` is $S(a,b)$. The finite type `n` labels the spin orbitals. The hypothesis `hM` is antisymmetry, `h1` is normalisation of the pair, and `hv` in the occupation theorems is normalisation of the orbital. Since `⬝ᵥ` does not conjugate, each conjugation appears as `star`.

- `pauli_bound`: if $M$ is antisymmetric and normalised, $\gamma$ is positive semidefinite, has trace 2, and satisfies $\mu\le1$ whenever $\gamma v=\mu v$ with $v$ normalised. Every eigenvector can be normalised, so this covers all eigenvalues. In the order used on $\mathbb C$, `μ ≤ 1` also says that $\mu$ is real.
- `occupation_le_one`: $\nu(v)\le1$ for every normalised orbital, eigenvector or not.
- `occupation_eq_one_iff`: $\nu(v)=1$ exactly when $M=S(a,v)$ for some $a$, that is, when the state is a single determinant containing $v$.
- `partner_eigenvector`: if $v$ is an eigenvector with nonzero real eigenvalue, its partner is a nonzero eigenvector with the same eigenvalue, orthogonal to $v$. The eigenspace therefore has dimension at least two. This needs antisymmetry but not normalisation.

The Pauli bound on occupations holds for any number of fermions, whereas the theorems here concern exactly two, in a finite orthonormal basis. No Hamiltonian enters, so $M$ need not be an eigenstate of anything.

## Partners and double degeneracy

Antisymmetry gives, for all $x$ and $y$,

$$(Mx)\cdot y=-(My)\cdot x. \tag{1}$$

With $x=y=\bar v$ this reads $w\cdot\bar v=-w\cdot\bar v$, so $w\cdot\bar v=0$: the partner is orthogonal to $v$.

Antisymmetry also gives $M^\dagger=-\bar M$, hence $M^\dagger v=-\overline{M\bar v}=-\bar w$. Writing $P$ for the map $v\mapsto M\bar v$, we get

$$\gamma v=-2M\bar w=-2P(Pv). \tag{2}$$

The map $P$ is antilinear: $P(cx)=\bar c\,Px$. Let $\gamma v=\mu v$ with $v\neq0$ and $\mu$ real and nonzero. If $Pv$ were zero, (2) would give $\mu v=0$, a contradiction. Moreover,

$$\gamma(Pv)=-2P(P(Pv))=P(-2P(Pv))=P(\mu v)=\mu\,Pv .$$

So $Pv$ is a second eigenvector, orthogonal to the first.

This already suggests the bound: the eigenvalues are non-negative and sum to 2, and a nonzero one occurs at least twice, so $2\mu\le2$. The file takes a different route, which also settles the case of equality.

## Removing one determinant

Let $v$ be normalised. From (2), and then (1) with $x=\bar w$, $y=\bar v$,

$$\nu(v)=-2\,(M\bar w)\cdot\bar v=2\,(M\bar v)\cdot\bar w=2\|w\|^2. \tag{3}$$

Now subtract $S=S(w,v)$ from $M$. For any matrix $A$,

$$\operatorname{tr}\big(A\,S(a,b)^\dagger\big)=(A\bar b)\cdot\bar a-(A\bar a)\cdot\bar b .$$

For $A=M$, $a=w$, $b=v$, the first term is $\|w\|^2$ and the second product is $-\|w\|^2$ by (1). Hence $\operatorname{tr}(MS^\dagger)=2\|w\|^2$. This is real, so its conjugate $\operatorname{tr}(SM^\dagger)$ has the same value.

For $A=S$, use $S\bar v=(v\cdot\bar v)w-(w\cdot\bar v)v=w$ and $S\bar w=(v\cdot\bar w)w-\|w\|^2v=-\|w\|^2v$. This gives $\operatorname{tr}(SS^\dagger)=2\|w\|^2$ as well. Altogether

$$\operatorname{tr}\big((M-S)(M-S)^\dagger\big)=\operatorname{tr}(MM^\dagger)-2\|w\|^2=\operatorname{tr}(MM^\dagger)-\nu(v). \tag{4}$$

The left side is a squared norm, so $\nu(v)\le1$ for a normalised pair. If $\gamma v=\mu v$, then $\nu(v)=\mu$, which bounds the eigenvalue.

If $\nu(v)=1$, the left side vanishes and $M=S(w,v)$. Here $\|w\|^2=1/2$, so with $u=\sqrt2\,w$ the state is the normalised determinant $S(u,v)/\sqrt2$.

Conversely, let $M=S(a,v)$. Then $w=a-(a\cdot\bar v)v$, and the component along $v$ drops out of the determinant, so $S(w,v)=M$. The left side of (4) is zero and $\nu(v)=1$.

Positivity and the trace are direct: $MM^\dagger$ is positive semidefinite, and $\operatorname{tr}\gamma=2\operatorname{tr}(MM^\dagger)=2$.

## The Lean file

```lean
import Mathlib

open Matrix
open scoped ComplexOrder

namespace PauliPairBound

variable {n : Type*} [Fintype n]

/-- One-particle density matrix of the pair state with amplitude matrix `M`. -/
def density (M : Matrix n n ℂ) : Matrix n n ℂ := (2 : ℂ) • (M * Mᴴ)

/-- The partner of the orbital `v` in the pair state `M`. -/
def partner (M : Matrix n n ℂ) (v : n → ℂ) : n → ℂ := M *ᵥ star v

/-- Amplitude matrix of the Slater determinant of `a` and `b`, without normalisation. -/
def slater (a b : n → ℂ) : Matrix n n ℂ := vecMulVec a b - vecMulVec b a

lemma pairing {M : Matrix n n ℂ} (hM : Mᵀ = -M) (x y : n → ℂ) :
    (M *ᵥ x) ⬝ᵥ y = -((M *ᵥ y) ⬝ᵥ x) := by
  rw [dotProduct_comm (M *ᵥ x) y, Matrix.dotProduct_mulVec, ← Matrix.mulVec_transpose, hM,
    Matrix.neg_mulVec, neg_dotProduct]

/-- For antisymmetric amplitudes, an orbital and its partner are orthogonal. -/
theorem partner_orthogonal {M : Matrix n n ℂ} (hM : Mᵀ = -M) (v : n → ℂ) :
    partner M v ⬝ᵥ star v = 0 := by
  have h := pairing hM (star v) (star v)
  unfold partner
  linear_combination h / 2

/-- For antisymmetric amplitudes, the density acts as minus twice the partner map
applied two times. -/
theorem density_mulVec {M : Matrix n n ℂ} (hM : Mᵀ = -M) (v : n → ℂ) :
    density M *ᵥ v = (-2 : ℂ) • partner M (partner M v) := by
  have hT : (Mᴴ)ᵀ = -Mᴴ := by
    ext i j
    have h : M j i = -M i j := congrFun (congrFun hM i) j
    change star (M i j) = -star (M j i)
    rw [h, star_neg, neg_neg]
  have hH : Mᴴ *ᵥ v = -star (M *ᵥ star v) := by
    rw [Matrix.star_mulVec, star_star, ← Matrix.mulVec_transpose, hT, Matrix.neg_mulVec, neg_neg]
  unfold density partner
  rw [Matrix.smul_mulVec, ← Matrix.mulVec_mulVec, hH, Matrix.mulVec_neg, smul_neg, neg_smul]

lemma occupation_eq {M : Matrix n n ℂ} (hM : Mᵀ = -M) (v : n → ℂ) :
    star v ⬝ᵥ (density M *ᵥ v) = 2 * (partner M v ⬝ᵥ star (partner M v)) := by
  have h : partner M (partner M v) ⬝ᵥ star v = -(partner M v ⬝ᵥ star (partner M v)) :=
    pairing hM (star (partner M v)) (star v)
  rw [density_mulVec hM, dotProduct_smul, dotProduct_comm (star v), h, smul_eq_mul]
  ring

lemma slater_mulVec (a b x : n → ℂ) :
    slater a b *ᵥ x = (b ⬝ᵥ x) • a - (a ⬝ᵥ x) • b := by
  ext i
  simp only [slater, Matrix.mulVec, dotProduct, Matrix.sub_apply, vecMulVec_apply,
    Pi.sub_apply, Pi.smul_apply, smul_eq_mul, Finset.sum_mul]
  rw [← Finset.sum_sub_distrib]
  exact Finset.sum_congr rfl fun j _ => by ring

lemma trace_mul_slater (A : Matrix n n ℂ) (a b : n → ℂ) :
    trace (A * (slater a b)ᴴ) = (A *ᵥ star b) ⬝ᵥ star a - (A *ᵥ star a) ⬝ᵥ star b := by
  simp only [slater, trace, diag_apply, Matrix.mul_apply, conjTranspose_apply, Matrix.sub_apply,
    vecMulVec_apply, Matrix.mulVec, dotProduct, Pi.star_apply, star_sub, star_mul',
    Finset.sum_mul]
  rw [← Finset.sum_sub_distrib]
  refine Finset.sum_congr rfl fun i _ => ?_
  rw [← Finset.sum_sub_distrib]
  exact Finset.sum_congr rfl fun j _ => by ring

/-- For antisymmetric `M` and normalised `v`, removing the determinant of `v` and its partner
lowers the squared norm of the pair state by the occupation of `v`. -/
theorem trace_remainder {M : Matrix n n ℂ} (hM : Mᵀ = -M) {v : n → ℂ}
    (hv : star v ⬝ᵥ v = 1) :
    trace ((M - slater (partner M v) v) * (M - slater (partner M v) v)ᴴ)
      = trace (M * Mᴴ) - star v ⬝ᵥ (density M *ᵥ v) := by
  have hwv := partner_orthogonal hM v
  rw [occupation_eq hM v]
  obtain ⟨w, hw⟩ : ∃ w, w = partner M v := ⟨_, rfl⟩
  rw [← hw] at hwv ⊢
  have hv' : v ⬝ᵥ star v = 1 := by rw [dotProduct_comm]; exact hv
  have e1 : M *ᵥ star v = w := hw.symm
  have e2 := pairing hM (star w) (star v)
  rw [e1] at e2
  have hp : star (w ⬝ᵥ star w) = w ⬝ᵥ star w := by
    simp only [dotProduct, star_sum, Pi.star_apply, star_mul', star_star]
    exact Finset.sum_congr rfl fun i _ => mul_comm _ _
  -- both overlaps and the squared norm of the determinant equal twice the partner's squared norm
  have hMS : trace (M * (slater w v)ᴴ) = 2 * (w ⬝ᵥ star w) := by
    rw [trace_mul_slater, e1, e2]
    ring
  have hSM : trace (slater w v * Mᴴ) = 2 * (w ⬝ᵥ star w) := by
    have h : slater w v * Mᴴ = (M * (slater w v)ᴴ)ᴴ := by
      rw [conjTranspose_mul, conjTranspose_conjTranspose]
    rw [h, trace_conjTranspose, hMS, star_mul', hp, star_ofNat]
  have hSS : trace (slater w v * (slater w v)ᴴ) = 2 * (w ⬝ᵥ star w) := by
    rw [trace_mul_slater]
    simp only [slater_mulVec, sub_dotProduct, smul_dotProduct, smul_eq_mul, hv', hwv]
    ring
  simp only [conjTranspose_sub, sub_mul, mul_sub, trace_sub, hMS, hSM, hSS]
  ring

/-- In a normalised antisymmetric pair state no normalised orbital has occupation above one. -/
theorem occupation_le_one {M : Matrix n n ℂ} (hM : Mᵀ = -M) (h1 : trace (M * Mᴴ) = 1)
    {v : n → ℂ} (hv : star v ⬝ᵥ v = 1) : star v ⬝ᵥ (density M *ᵥ v) ≤ 1 := by
  have h := (posSemidef_self_mul_conjTranspose (M - slater (partner M v) v)).trace_nonneg
  rw [trace_remainder hM hv, h1] at h
  exact sub_nonneg.mp h

/-- In a normalised antisymmetric pair state, a normalised orbital `v` has occupation one exactly
when the state is a single Slater determinant containing `v`. -/
theorem occupation_eq_one_iff {M : Matrix n n ℂ} (hM : Mᵀ = -M) (h1 : trace (M * Mᴴ) = 1)
    {v : n → ℂ} (hv : star v ⬝ᵥ v = 1) :
    star v ⬝ᵥ (density M *ᵥ v) = 1 ↔ ∃ a, M = slater a v := by
  have h := trace_remainder hM hv
  rw [h1] at h
  constructor
  · intro ho
    rw [ho, sub_self] at h
    exact ⟨_, sub_eq_zero.mp (trace_mul_conjTranspose_self_eq_zero_iff.mp h)⟩
  · rintro ⟨a, ha⟩
    -- the component of `a` along `v` drops out of the determinant
    have hR : M - slater (partner M v) v = 0 := by
      have hp : partner M v = a - (a ⬝ᵥ star v) • v := by
        unfold partner
        rw [ha, slater_mulVec, dotProduct_comm v, hv, one_smul]
      rw [hp, ha]
      ext i j
      simp only [slater, Matrix.sub_apply, vecMulVec_apply, Pi.sub_apply, Pi.smul_apply,
        smul_eq_mul, Matrix.zero_apply]
      ring
    rw [hR, zero_mul, trace_zero] at h
    exact (sub_eq_zero.mp h.symm).symm

/-- Pauli bound: for a normalised antisymmetric pair state the one-particle density is positive
semidefinite with trace two, and the eigenvalue of each normalised eigenvector is at most one. -/
theorem pauli_bound {M : Matrix n n ℂ} (hM : Mᵀ = -M) (h1 : trace (M * Mᴴ) = 1) :
    (density M).PosSemidef ∧ trace (density M) = 2 ∧
      ∀ (μ : ℂ) (v : n → ℂ), star v ⬝ᵥ v = 1 → density M *ᵥ v = μ • v → μ ≤ 1 := by
  refine ⟨?_, ?_, fun μ v hv h => ?_⟩
  · have hp := posSemidef_self_mul_conjTranspose M
    unfold density
    rw [two_smul]
    exact hp.add hp
  · rw [density, trace_smul, h1, smul_eq_mul, mul_one]
  · have hb := occupation_le_one hM h1 hv
    rwa [h, dotProduct_smul, hv, smul_eq_mul, mul_one] at hb

/-- For antisymmetric amplitudes, the partner of an eigenvector of the density with nonzero real
eigenvalue is a nonzero eigenvector with the same eigenvalue, orthogonal to the first. -/
theorem partner_eigenvector {M : Matrix n n ℂ} (hM : Mᵀ = -M) {μ : ℝ} (hμ : μ ≠ 0)
    {v : n → ℂ} (hv : v ≠ 0) (h : density M *ᵥ v = (μ : ℂ) • v) :
    partner M v ≠ 0 ∧ partner M v ⬝ᵥ star v = 0 ∧
      density M *ᵥ partner M v = (μ : ℂ) • partner M v := by
  have hsmul : ∀ (c : ℂ) (x : n → ℂ), partner M (c • x) = star c • partner M x := by
    intro c x
    unfold partner
    rw [star_smul, Matrix.mulVec_smul]
  have hw0 : partner M v ≠ 0 := by
    intro hw
    have hz : (μ : ℂ) • v = 0 := by
      rw [← h, density_mulVec hM, hw]
      simp [partner]
    exact (smul_ne_zero (Complex.ofReal_ne_zero.mpr hμ) hv) hz
  -- the antilinear partner map preserves the real eigenvalue
  have hw : density M *ᵥ partner M v = (μ : ℂ) • partner M v := by
    have h2 : star (-2 : ℂ) = -2 := by rw [star_neg, star_ofNat]
    have h3 := hsmul (-2) (partner M (partner M v))
    rw [h2, ← density_mulVec hM v, h, hsmul, Complex.star_def, Complex.conj_ofReal] at h3
    rw [density_mulVec hM, ← h3]
  exact ⟨hw0, partner_orthogonal hM v, hw⟩

/-- Amplitudes of a pair spread evenly over two determinants of four orbitals. -/
noncomputable def evenPair : Matrix (Fin 4) (Fin 4) ℂ :=
  !![0, 1/2, 0, 0; -1/2, 0, 0, 0; 0, 0, 0, 1/2; 0, 0, -1/2, 0]

/-- The even pair is antisymmetric and normalised, and its density is half the identity. -/
theorem evenPair_witness :
    evenPairᵀ = -evenPair ∧ trace (evenPair * evenPairᴴ) = 1 ∧
      density evenPair = (1 / 2 : ℂ) • (1 : Matrix (Fin 4) (Fin 4) ℂ) := by
  have h2 : (starRingEnd ℂ) 2 = 2 := map_ofNat (starRingEnd ℂ) 2
  have hd : evenPair * evenPairᴴ = (1 / 4 : ℂ) • (1 : Matrix (Fin 4) (Fin 4) ℂ) := by
    ext i j
    fin_cases i <;> fin_cases j <;>
      norm_num [evenPair, Matrix.mul_apply, Fin.sum_univ_succ, Matrix.one_apply, h2]
  refine ⟨?_, ?_, ?_⟩
  · ext i j
    fin_cases i <;> fin_cases j <;> norm_num [evenPair]
  · rw [hd, trace_smul, trace_one]
    norm_num
  · rw [density, hd, smul_smul]
    norm_num

end PauliPairBound
```

```lean
#print axioms PauliPairBound.occupation_le_one
#print axioms PauliPairBound.occupation_eq_one_iff
#print axioms PauliPairBound.pauli_bound
#print axioms PauliPairBound.partner_eigenvector
```

```
'PauliPairBound.occupation_le_one' depends on axioms: [propext, Classical.choice, Quot.sound]
'PauliPairBound.occupation_eq_one_iff' depends on axioms: [propext, Classical.choice, Quot.sound]
'PauliPairBound.pauli_bound' depends on axioms: [propext, Classical.choice, Quot.sound]
'PauliPairBound.partner_eigenvector' depends on axioms: [propext, Classical.choice, Quot.sound]
```

## From the derivation to the Lean proof

The lemma `pairing` is equation (1), and `partner_orthogonal` applies it to two equal vectors; `linear_combination h / 2` is the step from $z=-z$ to $z=0$. In `density_mulVec`, the auxiliary statement `hT` says that $M^\dagger$ is antisymmetric too, `hH` is $M^\dagger v=-\bar w$, and the result is (2). Then `occupation_eq` is (3).

`slater_mulVec` gives the action of a determinant on a vector, and `trace_mul_slater` is the overlap formula for a general matrix $A$. Both are proved by writing out the sums and comparing terms.

`trace_remainder` is (4). Its three statements `hMS`, `hSM` and `hSS` are the three traces computed above, with `hSM` obtained from `hMS` by conjugation. The last two lines expand the product and collect the terms.

`occupation_le_one` combines (4) with the non-negative trace of a matrix times its conjugate transpose. In `occupation_eq_one_iff`, the forward direction uses the fact that such a trace vanishes only for the zero matrix. In the reverse direction, `hp` is the formula for $w$ in terms of $a$, and `hR` says that the remainder is zero.

`pauli_bound` gets positivity by writing $\gamma$ as $MM^\dagger+MM^\dagger$, and the eigenvalue bound by inserting the eigenvalue equation into `occupation_le_one`. In `partner_eigenvector`, `hsmul` is antilinearity, `hw0` excludes a zero partner, and `hw` is the chain of equalities for $\gamma(Pv)$.

The matrix `evenPair` describes a correlated pair in orbitals 0 to 3: the normalised determinants of orbitals 0, 1 and of orbitals 2, 3, each with coefficient $1/\sqrt2$. `evenPair_witness` checks antisymmetry and $MM^\dagger=\tfrac14\mathbb 1$ entry by entry; normalisation and $\gamma=\tfrac12\mathbb 1$ follow from the latter. All four occupations are one half, well below the bound.

## Natural occupations in a two-electron calculation

For two electrons in a finite orthonormal basis, a full configuration interaction calculation yields coefficients $C_{ij}$, $i<j$, of normalised determinants. The matrix used here is $M_{ij}=C_{ij}/\sqrt2$ and $M_{ji}=-C_{ij}/\sqrt2$, with zeros on the diagonal. In NumPy the density is `2 * M @ M.conj().T`, and `eigvalsh` returns its eigenvalues, the natural occupations. Up to rounding they should lie between 0 and 1, sum to 2, and have every nonzero value at least doubly degenerate. A missing factor $\sqrt2$ shows up at once in the trace.

The test applies to spin orbitals. Many programs print the density summed over spin, whose eigenvalues belong to spatial orbitals and can reach 2.

## The best single determinant

The overlap formula also tells how close a pair state is to a single determinant, a consequence derived here by hand only. Let $a$ and $v$ be orthonormal. The weight of their normalised determinant in the pair state is

$$\tfrac12\big|\operatorname{tr}(M\,S(a,v)^\dagger)\big|^2=2\,|w\cdot\bar a|^2\le2\|w\|^2=\nu(v),$$

with equality when $a$ is parallel to $w$. The largest weight that any single determinant can have in a two-electron state is therefore its largest natural occupation. For the even pair this is one half.
